# A Hermitian matrix commutes with cell averaging exactly when its row sums over cells are constant within each cell

Take a chain of three sites with hopping amplitude 1 between neighbours and no on-site energies. Its energies are $0$ and $\pm\sqrt2$. Suppose we group sites 1 and 2 into one cell, leave site 3 alone, and keep only the states that are constant on each cell. In the basis $(1,1,0)/\sqrt2$, $(0,0,1)$ the reduced Hamiltonian has diagonal entries $1$ and $0$ and off-diagonal entry $1/\sqrt2$, so its energies are $(1\pm\sqrt3)/2$. Neither belongs to the chain. The Hamiltonian has sent $(0,0,1)$ to $(0,1,0)$, which is not constant on the first cell, and the reduction has thrown the difference away.

Grouping sites 1 and 3 instead gives reduced energies $\pm\sqrt2$, both correct. The two groupings differ in whether the Hamiltonian commutes with the averaging over cells, and this can be read off from sums of matrix elements.

## Row sums and the commutator

Let $c$ assign a label to each site of a finite set. The cell $a$ consists of the sites $i$ with $c(i)=a$, and $|a|$ is their number. The averaging matrix $P$ has entries

$$P_{ij}=\begin{cases}1/|c(i)| & \text{if } c(i)=c(j),\\ 0 & \text{otherwise.}\end{cases}$$

Call the cell sums of a square matrix $H$ uniform if, for all cells $a$ and $b$, the sum $\sum_{j\in b}H_{ij}$ has the same value for every $i\in a$. The claim is that a Hermitian $H$ satisfies $HP=PH$ exactly when its cell sums are uniform.

**$P$ is an orthogonal projector.** For a vector $v$,

$$(Pv)_i=\frac{1}{|c(i)|}\sum_{j\in c(i)}v_j ,$$

the mean of $v$ over the cell of $i$. This mean depends on $i$ only through its cell, so $Pv$ is constant on cells. Conversely, averaging leaves a vector that is constant on cells unchanged. Hence $Pv=v$ exactly for such vectors, and $P(Pv)=Pv$ for every $v$, which gives $P^2=P$. The entries of $P$ are real, and $P_{ij}=P_{ji}$ because two sites in the same cell see the same cell size. So $P^\dagger=P$.

**Uniform sums mean an invariant range.** For any square $H$,

$$(HP)_{ik}=\sum_j H_{ij}P_{jk}=\frac{1}{|c(k)|}\sum_{j\in c(k)}H_{ij}.$$

The equation $P(HP)=HP$ says that every column of $HP$ is constant on cells. By the formula above, this means that $\sum_{j\in b}H_{ij}$ is the same for all $i$ in a given cell, for each nonempty cell $b$. Thus the cell sums are uniform exactly when $PHP=HP$, that is, when $H$ maps the range of $P$ into itself.

**Commuting needs the adjoint too.** If $HP=PH$, then $PHP=P^2H=PH=HP$, so $H$ has uniform cell sums. Taking the adjoint of $HP=PH$ gives $PH^\dagger=H^\dagger P$, and the same argument applies to $H^\dagger$. Conversely, suppose both have uniform cell sums:

$$PHP=HP,\qquad PH^\dagger P=H^\dagger P.$$

The adjoint of the second relation is $PHP=PH$. Comparing it with the first gives $HP=PH$.

**The Hermitian case.** If $H^\dagger=H$, the two conditions are the same, and the claim follows.

The smallest case with something to check has two sites in a single cell and a real symmetric $H$ with diagonal entries $\alpha,\delta$ and off-diagonal entry $\beta$. The row sums are $\alpha+\beta$ and $\beta+\delta$, so $H$ commutes with $P$ exactly when $\alpha=\delta$. Here $P$ projects onto $(1,1)/\sqrt2$, and the condition is that the two on-site energies agree.

## Labels, cells and the averaging matrix in Lean

The scalars `𝕜` are real or complex numbers, which is what `RCLike` provides. The type `n` is the finite set of sites and `κ` is the type of labels.

```lean
import Mathlib

open Matrix

namespace CellAveragingProjector

noncomputable section

variable {𝕜 n κ : Type*} [RCLike 𝕜] [Fintype n] [DecidableEq κ]
```

A partition is represented by a labelling `c : n → κ`. Every partition arises in this way, since each site can be labelled by the cell that contains it.

```lean
/-- The cell with label `a`: all sites that carry this label. -/
def cell (c : n → κ) (a : κ) : Finset n := Finset.univ.filter (fun j => c j = a)
```

Some labels may be carried by no site. Their cells are empty and impose no condition, so the labels in use describe the partition into nonempty cells.

```lean
variable (𝕜) in
/-- The matrix `P` that replaces each component of a vector by its average over the cell. -/
def cellAverage (c : n → κ) : Matrix n n 𝕜 :=
  Matrix.of fun i j => if c i = c j then ((cell c (c i)).card : 𝕜)⁻¹ else 0
```

This is the matrix $P$ defined above. It averages with equal weights and treats the sites as an orthonormal basis. If the orbitals overlap, $P$ is in general no longer the orthogonal projector onto the cell-constant states.

```lean
/-- For all cells `a` and `b`, the total coupling of a site `i` in `a` to the cell `b`
is the same for every such `i`. -/
def IsEquitable (c : n → κ) (H : Matrix n n 𝕜) : Prop :=
  ∀ a b, ∀ i ∈ cell c a, ∀ i' ∈ cell c a,
    ∑ j ∈ cell c b, H i j = ∑ j ∈ cell c b, H i' j
```

`IsEquitable` is the condition of uniform cell sums. It compares two sites `i` and `i'` of the same cell `a` through their total coupling to a cell `b`. The case `a = b` is included, and the sum then contains the diagonal element. The individual matrix elements may differ as long as the totals agree.

## Averaging as a projector

Two small lemmas come first. One translates membership of a cell into an equation between labels.

```lean
lemma mem_cell {c : n → κ} {a : κ} {i : n} : i ∈ cell c a ↔ c i = a := by
  simp [cell]
```

The other says that the cell of a site has nonzero size, because it contains that site. It justifies every later cancellation of a cell size.

```lean
lemma card_cell_ne_zero (c : n → κ) (i : n) : ((cell c (c i)).card : 𝕜) ≠ 0 :=
  Nat.cast_ne_zero.mpr (Finset.card_ne_zero_of_mem (mem_cell.mpr rfl : i ∈ cell c (c i)))
```

The next theorem is the formula for $(Pv)_i$. The proof writes the sum over a cell as a sum over all sites with a condition, then compares the terms one by one, according to whether `i` and `j` share a label.

```lean
/-- Each component of `P v` is the mean of `v` over the cell of that site. -/
theorem cellAverage_mulVec (c : n → κ) (v : n → 𝕜) (i : n) :
    (cellAverage 𝕜 c *ᵥ v) i
      = ((cell c (c i)).card : 𝕜)⁻¹ * ∑ j ∈ cell c (c i), v j := by
  simp only [Matrix.mulVec, dotProduct, cellAverage, Matrix.of_apply]
  rw [Finset.mul_sum]
  conv_rhs => rw [cell, Finset.sum_filter]
  refine Finset.sum_congr rfl fun j _ => ?_
  by_cases h : c i = c j
  · simp [h, cell]
  · simp [h, Ne.symm h]
```

The vectors fixed by $P$ can now be identified. In the forward direction, both components are replaced by cell means, which coincide when the labels do. In the reverse direction, the sum over a cell of equal terms is the cell size times `v i`, and the size cancels.

```lean
/-- The vectors fixed by `P` are exactly those that are constant on every cell. -/
theorem cellAverage_fixed_iff (c : n → κ) (v : n → 𝕜) :
    cellAverage 𝕜 c *ᵥ v = v ↔ ∀ i j, c i = c j → v i = v j := by
  constructor
  · intro h i j hij
    rw [← h, cellAverage_mulVec, cellAverage_mulVec, hij]
  · intro h
    funext i
    have hs : ∑ j ∈ cell c (c i), v j = ((cell c (c i)).card : 𝕜) * v i := by
      calc ∑ j ∈ cell c (c i), v j = ∑ _j ∈ cell c (c i), v i :=
            Finset.sum_congr rfl fun j hj => h j i (mem_cell.mp hj)
        _ = _ := by rw [Finset.sum_const, nsmul_eq_mul]
    rw [cellAverage_mulVec, hs, inv_mul_cancel_left₀ (card_cell_ne_zero c i)]
```

Applied to each column of a matrix `A`, this becomes a criterion for $PA=A$: rows of `A` that belong to the same cell are equal.

```lean
lemma cellAverage_mul_eq_iff (c : n → κ) (A : Matrix n n 𝕜) :
    cellAverage 𝕜 c * A = A ↔ ∀ i i', c i = c i' → ∀ k, A i k = A i' k := by
  constructor
  · intro h i i' hi k
    exact (cellAverage_fixed_iff c (fun j => A j k)).mp
      (funext fun j => congrFun (congrFun h j) k) i i' hi
  · intro h
    ext i k
    exact congrFun ((cellAverage_fixed_iff c (fun j => A j k)).mpr
      fun i i' hi => h i i' hi k) i
```

Hermiticity of $P$ is checked entry by entry. Idempotence follows from the column criterion with `A` equal to $P$ itself, since two rows of $P$ in the same cell are identical.

```lean
/-- `P` is an orthogonal projector: it is Hermitian and idempotent. -/
theorem cellAverage_projector (c : n → κ) :
    (cellAverage 𝕜 c)ᴴ = cellAverage 𝕜 c ∧
      cellAverage 𝕜 c * cellAverage 𝕜 c = cellAverage 𝕜 c := by
  constructor
  · ext i j
    by_cases h : c i = c j
    · simp [cellAverage, Matrix.conjTranspose_apply, h]
    · simp [cellAverage, Matrix.conjTranspose_apply, h, Ne.symm h]
  · exact (cellAverage_mul_eq_iff c _).mpr fun i i' hi k => by simp [cellAverage, hi]
```

## Invariance of the range

The entries of $HP$ are cell sums of the rows of $H$ divided by a cell size. The proof runs like the one for $(Pv)_i$, with the conditional factor now on the right.

```lean
lemma mul_cellAverage_apply (c : n → κ) (H : Matrix n n 𝕜) (i k : n) :
    (H * cellAverage 𝕜 c) i k
      = ((cell c (c k)).card : 𝕜)⁻¹ * ∑ j ∈ cell c (c k), H i j := by
  simp only [Matrix.mul_apply, cellAverage, Matrix.of_apply]
  rw [Finset.mul_sum]
  conv_rhs => rw [cell, Finset.sum_filter]
  refine Finset.sum_congr rfl fun j _ => ?_
  by_cases h : c j = c k
  · simp [h, cell, mul_comm]
  · simp [h]
```

The equivalence between uniform cell sums and $P(HP)=HP$ holds for any square matrix. After the column criterion is applied, the remaining task is to pass between equal entries of $HP$ and equal cell sums. From sums to entries this is substitution. From entries to sums, the proof separates two cases: an empty cell `b` gives zero on both sides, while a nonempty one contains a site `k`, whose column of $HP$ holds the required sums. Cancelling the inverse cell size finishes the argument.

```lean
/-- For any square matrix `H`, the cell sums are uniform exactly when `H` maps the range
of `P` into itself. -/
theorem isEquitable_iff_range_invariant (c : n → κ) (H : Matrix n n 𝕜) :
    IsEquitable c H ↔
      cellAverage 𝕜 c * (H * cellAverage 𝕜 c) = H * cellAverage 𝕜 c := by
  rw [cellAverage_mul_eq_iff]
  constructor
  · intro h i i' hi k
    rw [mul_cellAverage_apply, mul_cellAverage_apply,
      h (c i') (c k) i (mem_cell.mpr hi) i' (mem_cell.mpr rfl)]
  · intro h a b i hi i' hi'
    -- a label that no site carries gives empty sums
    rcases (cell c b).eq_empty_or_nonempty with hb | ⟨k, hk⟩
    · simp [hb]
    · have hk' : c k = b := mem_cell.mp hk
      subst hk'
      have e := h i i' ((mem_cell.mp hi).trans (mem_cell.mp hi').symm) k
      rw [mul_cellAverage_apply, mul_cellAverage_apply] at e
      exact mul_left_cancel₀ (inv_ne_zero (card_cell_ne_zero c k)) e
```

## The commutation theorems

For a general square matrix, commuting with $P$ is equivalent to two conditions, one on `H` and one on its adjoint `Hᴴ`. The auxiliary statement `key` is the step $PAP=P^2A=PA=AP$ for any `A` that commutes with $P$. It is used once for `H` and once for `Hᴴ`. In the converse direction, `h3` is the relation $PHP=PH$ obtained by taking an adjoint, and the last line chains it with $HP=PHP$.

```lean
/-- An arbitrary square matrix commutes with `P` exactly when both it and its adjoint
have uniform cell sums. -/
theorem commute_iff_equitable_and_adjoint (c : n → κ) (H : Matrix n n 𝕜) :
    H * cellAverage 𝕜 c = cellAverage 𝕜 c * H ↔
      IsEquitable c H ∧ IsEquitable c Hᴴ := by
  obtain ⟨hP, hPP⟩ := cellAverage_projector (𝕜 := 𝕜) c
  have key : ∀ A : Matrix n n 𝕜,
      A * cellAverage 𝕜 c = cellAverage 𝕜 c * A → IsEquitable c A := by
    intro A hA
    rw [isEquitable_iff_range_invariant, hA, ← Matrix.mul_assoc, hPP]
  constructor
  · intro h
    have h' := congrArg Matrix.conjTranspose h
    rw [Matrix.conjTranspose_mul, Matrix.conjTranspose_mul, hP] at h'
    exact ⟨key H h, key Hᴴ h'.symm⟩
  · rintro ⟨h1, h2⟩
    rw [isEquitable_iff_range_invariant] at h1 h2
    -- the adjoint of the second invariance relation reads P H P = P H
    have h3 := congrArg Matrix.conjTranspose h2
    simp only [Matrix.conjTranspose_mul, Matrix.conjTranspose_conjTranspose, hP] at h3
    rw [← h1, ← Matrix.mul_assoc, h3]
```

The main theorem adds the hypothesis `H.IsHermitian`, which says `Hᴴ = H`. Over the real numbers conjugation does nothing, so the hypothesis means that `H` is symmetric. Physically it is the usual requirement on a Hamiltonian matrix in an orthonormal basis. With it, the two conditions of the previous theorem become one.

```lean
/-- A Hermitian matrix `H` (real symmetric in the real case) commutes with the
cell-averaging projector exactly when, for all cells `a` and `b`, the sum of `H i j`
over `j` in `b` is the same for every `i` in `a`. -/
theorem hermitian_commute_iff_equitable (c : n → κ) (H : Matrix n n 𝕜)
    (hH : H.IsHermitian) :
    H * cellAverage 𝕜 c = cellAverage 𝕜 c * H ↔ IsEquitable c H := by
  rw [commute_iff_equitable_and_adjoint, hH.eq, and_self]
```

For a non-interacting tight-binding model on finitely many sites, this gives a test of whether the Hamiltonian splits into a block acting on cell-constant states and a block acting on their orthogonal complement. When it does, the energies of the reduced problem are true one-particle energies of the model. In the three-site chain, grouping the two ends passes the test: each end couples to the middle with total 1 and to the cell of ends with total 0. Grouping sites 1 and 2 fails it, since site 1 does not couple to site 3 while site 2 does.

## Cells that are symmetry orbits

Spatial symmetry is a common source of uniform cell sums. Let a group `G` permute the sites. The hypothesis `horb` says that two sites share a cell exactly when some group element carries one to the other, so the cells are the orbits. The hypothesis `hinv` says that matrix elements do not change when both sites are moved together:

$$H_{g i,\,g j}=H_{ij}.$$

If $i'=g i$, then, because $g$ permutes the sites of each cell $b$,

$$\sum_{j\in b}H_{ij}=\sum_{j\in b}H_{g i,\,g j}=\sum_{j\in b}H_{i'j}.$$

The cell sums are therefore uniform. The adjoint has the same invariance, so `H` commutes with $P$ even if it is not Hermitian.

```lean
/-- If a group of site permutations leaves `H` invariant and the cells are its orbits,
then `H` commutes with the averaging over cells. -/
theorem commute_of_symmetry_orbits {G : Type*} [Group G] [MulAction G n]
    (c : n → κ) (H : Matrix n n 𝕜)
    (horb : ∀ i j, c i = c j ↔ ∃ g : G, g • i = j)
    (hinv : ∀ (g : G) (i j : n), H (g • i) (g • j) = H i j) :
    H * cellAverage 𝕜 c = cellAverage 𝕜 c * H := by
  have key : ∀ A : Matrix n n 𝕜,
      (∀ (g : G) (i j : n), A (g • i) (g • j) = A i j) → IsEquitable c A := by
    intro A hA a b i hi i' hi'
    obtain ⟨g, rfl⟩ := (horb i i').mp ((mem_cell.mp hi).trans (mem_cell.mp hi').symm)
    -- the symmetry g permutes the sites of the cell b
    refine Finset.sum_equiv (MulAction.toPerm g) (fun j => ?_) (fun j _ => ?_)
    · have hj : c j = c (g • j) := (horb j (g • j)).mpr ⟨g, rfl⟩
      rw [mem_cell, mem_cell, MulAction.toPerm_apply, hj]
    · exact (hA g i j).symm
  refine (commute_iff_equitable_and_adjoint c H).mpr ⟨key H hinv, key Hᴴ ?_⟩
  intro g i j
  simp only [Matrix.conjTranspose_apply, hinv]
```

In the proof, `Finset.sum_equiv` performs the change of summation variable, and `horb` shows that `j` and `g • j` lie in the same cell. The symmetry acts by pure permutations. Operations that also attach a sign or a phase to an orbital, as a reflection can do to a p orbital, do not fit `hinv` in general.

## A non-Hermitian matrix with equal row sums

Without Hermiticity, uniform cell sums do not guarantee commutation. Put two sites in one cell and take

$$H=\begin{pmatrix}1&0\\1&0\end{pmatrix},\qquad P=\frac12\begin{pmatrix}1&1\\1&1\end{pmatrix}.$$

Both row sums of $H$ equal 1, but

$$HP=\frac12\begin{pmatrix}1&1\\1&1\end{pmatrix},\qquad PH=\begin{pmatrix}1&0\\1&0\end{pmatrix}.$$

The adjoint of $H$ has row sums 2 and 0, so it is the second condition of the general theorem that fails.

```lean
/-- With two sites in a single cell, the non-Hermitian matrix with rows `(1, 0)` and
`(1, 0)` has uniform cell sums but does not commute with `P`. -/
theorem equitable_not_commute_nonhermitian :
    IsEquitable (fun _ : Fin 2 => ()) (!![1, 0; 1, 0] : Matrix (Fin 2) (Fin 2) ℝ) ∧
      (!![1, 0; 1, 0] : Matrix (Fin 2) (Fin 2) ℝ) * cellAverage ℝ (fun _ : Fin 2 => ())
        ≠ cellAverage ℝ (fun _ : Fin 2 => ()) * !![1, 0; 1, 0] := by
  constructor
  · intro a b i _ i' _
    refine Finset.sum_congr rfl fun j _ => ?_
    fin_cases i <;> fin_cases i' <;> fin_cases j <;> simp
  · intro h
    -- compare the entries in the first row and second column
    have e := congrFun (congrFun h 0) 1
    simp [Matrix.mul_apply, Fin.sum_univ_two, cellAverage, cell] at e

end

end CellAveragingProjector
```

The first part of the proof runs through the finitely many entries. The second compares the two products in the first row and second column, where they are $1/2$ and $0$.

```lean
#print axioms CellAveragingProjector.hermitian_commute_iff_equitable
#print axioms CellAveragingProjector.commute_of_symmetry_orbits
#print axioms CellAveragingProjector.equitable_not_commute_nonhermitian
```

```
'CellAveragingProjector.hermitian_commute_iff_equitable' depends on axioms: [propext, Classical.choice, Quot.sound]
'CellAveragingProjector.commute_of_symmetry_orbits' depends on axioms: [propext, Classical.choice, Quot.sound]
'CellAveragingProjector.equitable_not_commute_nonhermitian' depends on axioms: [propext, Classical.choice, Quot.sound]
```
